# Relative entropy to a positive stationary distribution never increases under a finite Markov chain

Start a Monte Carlo chain from the uniform distribution and let it equilibrate to a Boltzmann distribution whose energies are not all equal. Its Shannon entropy ends lower than it began, so growing entropy cannot be the sign of relaxation. The probability of a single state is no better a guide, since it can overshoot its equilibrium value and come back. Relative entropy to the stationary distribution does not have this defect: if the state space is finite and the stationary distribution is strictly positive, no step of the chain can increase it.

Let $S$ be a finite set of states and $P(x,y)$ the probability of jumping from $x$ to $y$, so that $P(x,y)\ge 0$ and $\sum_y P(x,y)=1$. A distribution $\mu$ is a row vector, and one step turns it into $(\mu P)(y)=\sum_x \mu(x)P(x,y)$. Let $p$ be stationary, $pP=p$, with $p(x)>0$ for all $x$. The relative entropy is
$$D(\mu\|p)=\sum_x \mu(x)\log\frac{\mu(x)}{p(x)},\qquad 0\log 0=0,$$
and the claim is $D(\mu P\|p)\le D(\mu\|p)$ for every $\mu\ge 0$.

For a Metropolis chain with a fixed transition matrix on finitely many configurations, take $p=e^{-\beta E}/Z$ with energy $E$, inverse temperature $\beta>0$ and partition function $Z$. For normalised $\mu$, $D(\mu\|p)$ is then $\beta$ times the excess of the free energy $\sum_x\mu(x) E(x)+\beta^{-1}\sum_x\mu(x)\log\mu(x)$ over its equilibrium value, so this free energy never rises. It belongs to the distribution over many independent runs; the energy along one run still fluctuates.

## Averaging the density over where the chain came from

Define the time-reversed weights
$$R(y,x)=\frac{p(x)P(x,y)}{p(y)}.$$
For normalised $p$, this is the probability that a stationary chain now at $y$ was at $x$ one step earlier. Stationarity makes the weights sum to one:
$$\sum_x R(y,x)=\frac{1}{p(y)}\sum_x p(x)P(x,y)=\frac{p(y)}{p(y)}=1.$$

Write $f(x)=\mu(x)/p(x)$ for the density of $\mu$ relative to $p$. After one step the density is
$$\frac{(\mu P)(y)}{p(y)}=\sum_x\frac{\mu(x)P(x,y)}{p(y)}=\sum_x \frac{p(x)P(x,y)}{p(y)}\,\frac{\mu(x)}{p(x)}=\sum_x R(y,x)f(x).$$
The new density is thus an average of the old one. For any function $g$ on $S$, the row sums of $P$ give
$$\sum_y p(y)\sum_x R(y,x)g(x)=\sum_x p(x)g(x)\sum_y P(x,y)=\sum_x p(x)g(x).$$

Now let $\varphi$ be convex on $[0,\infty)$. Jensen's inequality at each $y$ reads
$$\varphi\Big(\sum_x R(y,x)f(x)\Big)\le\sum_x R(y,x)\,\varphi(f(x)).$$
Multiply by $p(y)$, sum over $y$, and use the previous identity with $g=\varphi\circ f$:
$$\sum_y p(y)\,\varphi\Big(\frac{(\mu P)(y)}{p(y)}\Big)\le\sum_x p(x)\,\varphi\Big(\frac{\mu(x)}{p(x)}\Big).$$
The function $\varphi(t)=t\log t$ has $\varphi''(t)=1/t>0$ for $t>0$ and is continuous at $0$ with $\varphi(0)=0$, so it is convex on $[0,\infty)$. Since $p\,\varphi(\mu/p)=\mu\log(\mu/p)$, the inequality becomes $D(\mu P\|p)\le D(\mu\|p)$.

Because $\mu P^{n+1}=(\mu P^n)P$ and each $\mu P^n$ is again nonnegative, the same inequality applies at every step of the trajectory.

## A floor at zero, and when the decrease is strict

Suppose $\mu$ and $p$ are both normalised. Where $\mu(x)>0$, the bound $\log t\le t-1$ at $t=p(x)/\mu(x)$, multiplied by $\mu(x)$, gives
$$\mu(x)\log\frac{\mu(x)}{p(x)}\ge\mu(x)-p(x).$$
Where $\mu(x)=0$ this says $0\ge -p(x)$, which is true. Summing over $x$ gives $D(\mu\|p)\ge 1-1=0$.

If moreover every $P(x,y)$ is positive and $\mu\ne p$, the decrease is strict. The density $f$ is not constant: $f=c$ would mean $\mu=cp$, and summing would give $c=1$ and $\mu=p$. All weights $R(y,x)$ are positive and $t\log t$ is strictly convex, so Jensen's inequality is strict at every $y$.

Some condition on $P$ is needed. Take states $0$ and $1$, let the chain always jump to the other state, and let $p=(1/2,1/2)$. One step exchanges $\mu(0)$ and $\mu(1)$, which only reorders the two terms of $D$. Started in state $0$, this chain keeps $D=\log 2$ forever.

## Stochastic matrices and relative entropy in Lean

The state space is a finite type `S`, and distributions are functions `S → ℝ`.

```lean
import Mathlib

open Matrix

namespace MarkovHTheorem

noncomputable section

variable {S : Type*} [Fintype S]
```

The structure `IsStochastic` holds the two conditions on $P$. Rows are labelled by the state before the jump; a transition matrix written with columns summing to one has to be transposed first.

```lean
/-- A transition matrix: nonnegative entries, and each row sums to one. -/
structure IsStochastic (P : Matrix S S ℝ) : Prop where
  nonneg : ∀ x y, 0 ≤ P x y
  row_sum : ∀ x, ∑ y, P x y = 1
```

The definition of relative entropy uses the natural logarithm. A state with `μ x = 0` contributes zero because the factor `μ x` multiplies the logarithm, which is the convention $0\log 0=0$.

```lean
/-- The relative entropy `∑ μ log (μ / p)` of `μ` with respect to a strictly positive `p`,
with `0 log 0 = 0`. -/
def relEntropy (μ p : S → ℝ) : ℝ := ∑ x, μ x * Real.log (μ x / p x)
```

The weight $R(y,x)$ is `reversed P p y x`, with the present state first and the earlier one second.

```lean
/-- The time-reversed weight `p(x) P(x,y) / p(y)` of having come from `x` when the chain is
now at `y`, for strictly positive `p`. -/
def reversed (P : Matrix S S ℝ) (p : S → ℝ) (y x : S) : ℝ := p x * P x y / p y
```

## Three identities for the reversed weights

Stationarity is the hypothesis `p ᵥ* P = p`, where `ᵥ*` multiplies a row vector by a matrix. Read at the component `y`, it supplies the numerator in the sum of the weights. Detailed balance is not required.

```lean
/-- For a strictly positive stationary `p`, the time-reversed weights out of each state
sum to one. -/
theorem reversed_sum {P : Matrix S S ℝ} {p : S → ℝ} (hp : ∀ x, 0 < p x)
    (hs : p ᵥ* P = p) (y : S) : ∑ x, reversed P p y x = 1 := by
  have h : ∑ x, p x * P x y = p y := congrFun hs y
  unfold reversed
  rw [← Finset.sum_div, h, div_self (hp y).ne']
```

The formula for the density after one step needs only $p>0$. The proof compares the two sums term by term, and `field_simp` cancels the factors of $p$.

```lean
/-- For strictly positive `p`, the density of `μ P` relative to `p` is the sum of the old density
`μ / p` multiplied by the time-reversed weights. -/
theorem density_step (P : Matrix S S ℝ) {p : S → ℝ} (hp : ∀ x, 0 < p x)
    (μ : S → ℝ) (y : S) :
    (μ ᵥ* P) y / p y = ∑ x, reversed P p y x * (μ x / p x) := by
  have h : (μ ᵥ* P) y = ∑ x, μ x * P x y := rfl
  rw [h, Finset.sum_div]
  refine Finset.sum_congr rfl fun x _ => ?_
  have hx := (hp x).ne'
  have hy := (hp y).ne'
  unfold reversed
  field_simp
```

The third identity holds for any observable `g`. The auxiliary statement `h` cancels $p(y)$, `Finset.sum_comm` exchanges the two sums, and `hP.row_sum` removes the sum over final states.

```lean
/-- For a stochastic `P` and strictly positive `p`, replacing an observable by its sum against the
time-reversed weights leaves its `p`-weighted sum unchanged. -/
theorem reversed_average {P : Matrix S S ℝ} (hP : IsStochastic P) {p : S → ℝ}
    (hp : ∀ x, 0 < p x) (g : S → ℝ) :
    ∑ y, p y * ∑ x, reversed P p y x * g x = ∑ x, p x * g x := by
  have h : ∀ y, p y * ∑ x, reversed P p y x * g x = ∑ x, p x * g x * P x y := by
    intro y
    rw [Finset.mul_sum]
    refine Finset.sum_congr rfl fun x _ => ?_
    have hy := (hp y).ne'
    unfold reversed
    field_simp
  simp_rw [h]
  rw [Finset.sum_comm]
  refine Finset.sum_congr rfl fun x _ => ?_
  rw [← Finset.mul_sum, hP.row_sum, mul_one]
```

## From Jensen's inequality to the H-theorem

The general inequality takes any `φ` that is convex on `Set.Ici 0`, the half-line $[0,\infty)$. The first rewrite turns the right-hand side into a double average, so that both sides become sums over $y$ weighted by $p(y)$. What remains at each $y$ is Jensen's inequality, `map_sum_le`, whose three conditions are nonnegative weights, total weight one, and densities in $[0,\infty)$.

```lean
/-- For a stochastic `P` with strictly positive stationary `p`, a nonnegative `μ` and any `φ`
convex on `[0, ∞)`, the functional `∑ p φ(μ / p)` does not increase in one step. -/
theorem convex_functional_le {P : Matrix S S ℝ} (hP : IsStochastic P) {p μ : S → ℝ}
    (hp : ∀ x, 0 < p x) (hs : p ᵥ* P = p) (hμ : ∀ x, 0 ≤ μ x)
    {φ : ℝ → ℝ} (hφ : ConvexOn ℝ (Set.Ici 0) φ) :
    ∑ y, p y * φ ((μ ᵥ* P) y / p y) ≤ ∑ x, p x * φ (μ x / p x) := by
  rw [← reversed_average hP hp (fun x => φ (μ x / p x))]
  refine Finset.sum_le_sum fun y _ => mul_le_mul_of_nonneg_left ?_ (hp y).le
  rw [density_step P hp μ y]
  -- Jensen's inequality for the time-reversed weights
  have h := hφ.map_sum_le (t := Finset.univ) (w := reversed P p y)
    (p := fun x => μ x / p x)
    (fun x _ => div_nonneg (mul_nonneg (hp x).le (hP.nonneg x y)) (hp y).le)
    (reversed_sum hp hs y) (fun x _ => div_nonneg (hμ x) (hp x).le)
  simpa only [smul_eq_mul] using h
```

The next lemma rewrites relative entropy in this form with $\varphi(t)=t\log t$.

```lean
/-- For strictly positive `p`, the relative entropy is `∑ p φ(μ / p)` with
`φ(t) = t log t`. -/
theorem relEntropy_eq {p : S → ℝ} (hp : ∀ x, 0 < p x) (μ : S → ℝ) :
    relEntropy μ p = ∑ x, p x * (μ x / p x * Real.log (μ x / p x)) := by
  refine Finset.sum_congr rfl fun x _ => ?_
  have h : p x * (μ x / p x) = μ x := mul_div_cancel₀ (μ x) (hp x).ne'
  rw [← mul_assoc, h]
```

The H-theorem then follows from Mathlib's convexity of $t\log t$. It assumes a stochastic `P`, a strictly positive stationary `p` and a nonnegative `μ`; neither vector has to be normalised. Unnormalised Boltzmann weights $e^{-\beta E}$ can therefore stand in for `p`, which for normalised $\mu$ only shifts $D$ by the constant $-\log Z$.

```lean
/-- **H-theorem.** For a stochastic `P` with strictly positive stationary `p`, the relative
entropy of any nonnegative `μ` with respect to `p` does not increase in one step. -/
theorem h_theorem {P : Matrix S S ℝ} (hP : IsStochastic P) {p μ : S → ℝ}
    (hp : ∀ x, 0 < p x) (hs : p ᵥ* P = p) (hμ : ∀ x, 0 ≤ μ x) :
    relEntropy (μ ᵥ* P) p ≤ relEntropy μ p := by
  rw [relEntropy_eq hp, relEntropy_eq hp]
  exact convex_functional_le hP hp hs hμ Real.convexOn_mul_log
```

Boltzmann's theorem of the same name concerns a nonlinear kinetic equation for a dilute gas. Here the evolution is linear, and its randomness is put in through $P$ rather than derived from mechanics. The existence of a positive stationary vector is likewise a hypothesis; for a sampling algorithm it stands for the requirement that the target distribution be preserved and give every state some weight.

For the whole trajectory, `Antitone` says that a larger number of steps never gives a larger relative entropy. The proof establishes $\mu P^{n+1}=(\mu P^n)P$, shows by induction that every $\mu P^n$ is nonnegative, and applies the H-theorem to each step. The same matrix acts every time, so a step size tuned during the run is not covered.

```lean
/-- For a stochastic `P` with strictly positive stationary `p` and a nonnegative `μ`, the relative
entropy of `μ Pⁿ` with respect to `p` is a nonincreasing function of the number of steps `n`. -/
theorem relEntropy_antitone [DecidableEq S] {P : Matrix S S ℝ} (hP : IsStochastic P)
    {p μ : S → ℝ} (hp : ∀ x, 0 < p x) (hs : p ᵥ* P = p) (hμ : ∀ x, 0 ≤ μ x) :
    Antitone fun n : ℕ => relEntropy (μ ᵥ* P ^ n) p := by
  have hstep : ∀ n : ℕ, μ ᵥ* P ^ (n + 1) = (μ ᵥ* P ^ n) ᵥ* P := by
    intro n
    rw [pow_succ, Matrix.vecMul_vecMul]
  have hpos : ∀ n : ℕ, ∀ x, 0 ≤ (μ ᵥ* P ^ n) x := by
    intro n
    induction n with
    | zero => simpa using hμ
    | succ n ih =>
      intro y
      rw [hstep]
      exact Finset.sum_nonneg fun x _ => mul_nonneg (ih x) (hP.nonneg x y)
  refine antitone_nat_of_succ_le fun n => ?_
  rw [hstep]
  exact h_theorem hP hp hs (hpos n)
```

## Gibbs' inequality, strict decrease and the two-state flip

Normalisation enters through `hp1` and `hμ1`. The proof splits on whether `μ x` is zero or positive, uses the tangent-line bound in the positive case, and lets `linarith` assemble the termwise estimate $\mu-p\le\mu\log(\mu/p)$. Summing gives the lower bound zero.

```lean
/-- **Gibbs' inequality.** The relative entropy of a probability vector `μ` with respect to a
strictly positive probability vector `p` is nonnegative. -/
theorem relEntropy_nonneg {p μ : S → ℝ} (hp : ∀ x, 0 < p x) (hμ : ∀ x, 0 ≤ μ x)
    (hp1 : ∑ x, p x = 1) (hμ1 : ∑ x, μ x = 1) : 0 ≤ relEntropy μ p := by
  have h : ∑ x, (μ x - p x) ≤ relEntropy μ p := by
    refine Finset.sum_le_sum fun x _ => ?_
    rcases (hμ x).eq_or_lt with h0 | h0
    · rw [← h0]
      simpa using (hp x).le
    · -- the tangent-line bound log t ≤ t - 1 at t = p / μ
      have hl := Real.log_le_sub_one_of_pos (div_pos (hp x) h0)
      rw [Real.log_div (hp x).ne' h0.ne'] at hl
      rw [Real.log_div h0.ne' (hp x).ne']
      have hm := mul_le_mul_of_nonneg_left hl h0.le
      have hc : μ x * (p x / μ x) = p x := mul_div_cancel₀ (p x) h0.ne'
      linarith [mul_sub (μ x) (p x / μ x) 1, mul_sub (μ x) (Real.log (p x)) (Real.log (μ x)),
        mul_sub (μ x) (Real.log (μ x)) (Real.log (p x))]
  rw [Finset.sum_sub_distrib, hp1, hμ1, sub_self] at h
  exact h
```

The strict version assumes that both vectors are normalised, and adds `hpos`, which makes every entry of $P$ positive, and `hne`, which says that `μ` differs from `p`. The first half of the proof finds states `a` and `b` with different densities, by the argument that a constant density must equal one. The second half repeats the derivation with the strict inequality `map_sum_lt`, which needs exactly such a pair of states.

```lean
/-- If every entry of the stochastic `P` is positive, the relative entropy of a probability
vector `μ` different from the strictly positive stationary probability `p` strictly decreases
in one step. -/
theorem h_theorem_strict {P : Matrix S S ℝ} (hP : IsStochastic P) (hpos : ∀ x y, 0 < P x y)
    {p μ : S → ℝ} (hp : ∀ x, 0 < p x) (hs : p ᵥ* P = p) (hμ : ∀ x, 0 ≤ μ x)
    (hp1 : ∑ x, p x = 1) (hμ1 : ∑ x, μ x = 1) (hne : μ ≠ p) :
    relEntropy (μ ᵥ* P) p < relEntropy μ p := by
  obtain ⟨a, ha⟩ := Function.ne_iff.mp hne
  -- the density is not constant, since both vectors are normalised and `μ ≠ p`
  have hd : ∃ b, μ b / p b ≠ μ a / p a := by
    by_contra hcon
    push Not at hcon
    have hc : ∀ x, μ x = μ a / p a * p x := fun x => (div_eq_iff (hp x).ne').mp (hcon x)
    have h1 : μ a / p a = 1 := by
      have h2 : ∑ x, μ x = μ a / p a * ∑ x, p x := by
        rw [Finset.mul_sum]
        exact Finset.sum_congr rfl fun x _ => hc x
      rw [hμ1, hp1, mul_one] at h2
      exact h2.symm
    exact ha ((div_eq_one_iff_eq (hp a).ne').mp h1)
  obtain ⟨b, hb⟩ := hd
  rw [relEntropy_eq hp, relEntropy_eq hp,
    ← reversed_average hP hp (fun x => μ x / p x * Real.log (μ x / p x))]
  refine Finset.sum_lt_sum_of_nonempty ⟨a, Finset.mem_univ a⟩ fun y _ =>
    mul_lt_mul_of_pos_left ?_ (hp y)
  rw [density_step P hp μ y]
  -- strict Jensen inequality for t log t
  have h := Real.strictConvexOn_mul_log.map_sum_lt (t := Finset.univ)
    (w := reversed P p y) (p := fun x => μ x / p x)
    (fun x _ => div_pos (mul_pos (hp x) (hpos x y)) (hp y))
    (reversed_sum hp hs y) (fun x _ => div_nonneg (hμ x) (hp x).le)
    ⟨b, Finset.mem_univ b, a, Finset.mem_univ a, hb⟩
  simpa only [smul_eq_mul] using h
```

Positivity of all entries is a strong demand on a sampler with local moves, where most pairs of configurations are not connected in one step. If some power $P^k$ has only positive entries, the theorem can be applied with $P^k$ as the transition matrix, once that matrix has been shown to be stochastic with the same $p$. The theorem gives no rate of decrease, and strict decrease at each step is not by itself a proof of convergence to $p$.

The last theorem has three parts: the flip matrix is stochastic, the uniform vector is stationary for it, and the relative entropy of every `μ` is unchanged by a step. The facts `h0` and `h1` record that the two components are exchanged, and `add_comm` reorders the two terms of the sum.

```lean
/-- The two-state chain that always jumps to the other state is stochastic, has the uniform
stationary vector, and keeps the relative entropy of every `μ` to that vector constant. -/
theorem flip_conserves_relEntropy :
    IsStochastic !![(0 : ℝ), 1; 1, 0] ∧
    (fun _ : Fin 2 => (1 / 2 : ℝ)) ᵥ* !![0, 1; 1, 0] = (fun _ => 1 / 2) ∧
    ∀ μ : Fin 2 → ℝ, relEntropy (μ ᵥ* !![0, 1; 1, 0]) (fun _ => 1 / 2)
      = relEntropy μ (fun _ => 1 / 2) := by
  have h0 : ∀ μ : Fin 2 → ℝ, (μ ᵥ* !![0, 1; 1, 0]) 0 = μ 1 := by
    intro μ
    simp [Matrix.vecMul, dotProduct, Fin.sum_univ_two]
  have h1 : ∀ μ : Fin 2 → ℝ, (μ ᵥ* !![0, 1; 1, 0]) 1 = μ 0 := by
    intro μ
    simp [Matrix.vecMul, dotProduct, Fin.sum_univ_two]
  refine ⟨⟨?_, ?_⟩, ?_, ?_⟩
  · intro x y
    fin_cases x <;> fin_cases y <;> simp
  · intro x
    fin_cases x <;> simp [Fin.sum_univ_two]
  · funext x
    fin_cases x
    · exact h0 _
    · exact h1 _
  · intro μ
    simp only [relEntropy, Fin.sum_univ_two, h0, h1]
    exact add_comm _ _

end

end MarkovHTheorem
```

```lean
#print axioms MarkovHTheorem.relEntropy_antitone
#print axioms MarkovHTheorem.relEntropy_nonneg
#print axioms MarkovHTheorem.h_theorem_strict
#print axioms MarkovHTheorem.flip_conserves_relEntropy
```

```
'MarkovHTheorem.relEntropy_antitone' depends on axioms: [propext, Classical.choice, Quot.sound]
'MarkovHTheorem.relEntropy_nonneg' depends on axioms: [propext, Classical.choice, Quot.sound]
'MarkovHTheorem.h_theorem_strict' depends on axioms: [propext, Classical.choice, Quot.sound]
'MarkovHTheorem.flip_conserves_relEntropy' depends on axioms: [propext, Classical.choice, Quot.sound]
```
